# Polynomial observables bound by a nonzero polynomial relation have zero Poisson bracket in characteristic zero

Suppose two polynomial observables could obey a relation $F(Q,P)=0$ and still have $\{Q,P\}=1$. A change of variables could then pass the canonical bracket test while its new "position" and "momentum" were confined to a curve in the $(Q,P)$ plane. I believe this can't happen: a nonzero polynomial relation between $f$ and $g$ should force $\{f,g\}=0$, for any finite number of degrees of freedom. How do I prove that rigorously, with a machine-checked version?

## Bracketing a relation lowers its degree

Let $K$ be a field of characteristic zero, such as $\mathbb R$ or $\mathbb C$. For polynomials in the positions $q_i$ and momenta $p_i$, put

$$\{f,g\}=\sum_i\left(\frac{\partial f}{\partial q_i}\frac{\partial g}{\partial p_i}-\frac{\partial f}{\partial p_i}\frac{\partial g}{\partial q_i}\right).$$

Let $F(x,y)$ be a polynomial with partial derivatives $F_x$ and $F_y$. For any observable $h$, the chain rule reads

$$\{F(f,g),h\}=F_x(f,g)\{f,h\}+F_y(f,g)\{g,h\}.$$

Both sides vanish for constant $F$ and are additive in $F$. If the rule holds for $F$, the Leibniz rule gives it for $xF$:

$$\begin{aligned}\{fF(f,g),h\}&=f\{F(f,g),h\}+F(f,g)\{f,h\}\\&=(F+xF_x)(f,g)\{f,h\}+(xF_y)(f,g)\{g,h\}.\end{aligned}$$

The case $yF$ is the same with the roles exchanged, and these operations build every polynomial.

Now assume $F(f,g)=0$ but $\{f,g\}\neq0$. Taking $h=g$ and then $h=f$ gives

$$0=F_x(f,g)\{f,g\},\qquad 0=-F_y(f,g)\{f,g\}.$$

A product of nonzero polynomials over a field is nonzero, so $F_x(f,g)=F_y(f,g)=0$. Both derivatives are relations of lower degree, or zero already. By induction on degree, $F_x=F_y=0$.

Write $F=\sum_{a,b} c_{ab}x^ay^b$. The coefficient of $x^ay^b$ in $F_x$ is $(a+1)c_{a+1,b}$, and in $F_y$ it is $(b+1)c_{a,b+1}$. In characteristic zero the integer factors are nonzero, so only $c_{00}$ survives. Then $0=F(f,g)=c_{00}$, and $F=0$. A nonzero relation therefore forces $\{f,g\}=0$. Since $1\neq0$, a pair with $\{Q,P\}=1$ satisfies no nonzero relation.

Applying the chain rule in both arguments also gives

$$\{F(f,g),G(f,g)\}=(F_xG_y-F_yG_x)(f,g)\,\{f,g\}.$$

## The relation $x^3-y^2=0$ at one phase-space point

For one degree of freedom let $h=q^2+p^2$, $f=h^2$ and $g=h^3$, so $f^3-g^2=0$. At $q=1$, $p=2$ we have $h=5$, $f=25$, $g=125$, and indeed $25^3=15625=125^2$. The derivatives there are

$$f_q=4qh=20,\quad f_p=4ph=40,\quad g_q=6qh^2=150,\quad g_p=6ph^2=300,$$

and the bracket is $20\cdot300-40\cdot150=0$.

## Phase space as a polynomial ring

In Lean, `ι` is a finite type labelling the canonical pairs, and an observable is an element of `MvPolynomial (ι ⊕ ι) K`. The variable `X (Sum.inl i)` is $q_i$ and `X (Sum.inr i)` is $p_i$. The definition `poissonBracket` fixes the sign convention $\{q_i,p_i\}=+1$.

A candidate relation $F$ lives in `MvPolynomial (Fin 2) K`, where variables 0 and 1 are $x$ and $y$; `aeval ![f, g] F` is $F(f,g)$. The theorem `bracket_eq_zero_of_relation` says that if $F\neq0$ and $F(f,g)=0$, then $\{f,g\}=0$. In `canonical_pair_independent`, the hypothesis is $\{Q,P\}=1$ and the conclusion, `AlgebraicIndependent K ![Q, P]`, says that only the zero polynomial vanishes at $(Q,P)$.

The observables are polynomials, so square roots, trigonometric functions and general smooth functions are not covered. Nor do the theorems say that the old coordinates can be recovered as polynomials in the new ones.

For classical models with finitely many degrees of freedom and polynomial observables, a computed nonzero bracket thus rules out a hidden polynomial relation between the two observables in that bracket, which gives a check on a proposed polynomial canonical pair.

```lean
import Mathlib

open MvPolynomial

namespace PoissonAlgebraicDependence

noncomputable section

variable {K ι : Type*} [Field K] [Fintype ι]

/-- The Poisson bracket of two polynomials on phase space; `Sum.inl i` labels the position
and `Sum.inr i` the momentum of the `i`-th canonical pair. -/
def poissonBracket (f g : MvPolynomial (ι ⊕ ι) K) : MvPolynomial (ι ⊕ ι) K :=
  ∑ i, (pderiv (Sum.inl i) f * pderiv (Sum.inr i) g
    - pderiv (Sum.inr i) f * pderiv (Sum.inl i) g)

/-- The Poisson bracket is antisymmetric. -/
theorem bracket_antisymm (f g : MvPolynomial (ι ⊕ ι) K) :
    poissonBracket f g = -poissonBracket g f := by
  simp only [poissonBracket, ← Finset.sum_neg_distrib]
  exact Finset.sum_congr rfl fun i _ => by ring

/-- Every observable has zero Poisson bracket with itself. -/
theorem bracket_self (f : MvPolynomial (ι ⊕ ι) K) : poissonBracket f f = 0 := by
  unfold poissonBracket
  exact Finset.sum_eq_zero fun i _ => by ring

/-- The Poisson bracket obeys the Leibniz rule in its first argument. -/
theorem bracket_mul_left (f g h : MvPolynomial (ι ⊕ ι) K) :
    poissonBracket (f * g) h = f * poissonBracket g h + g * poissonBracket f h := by
  simp only [poissonBracket, Derivation.leibniz, smul_eq_mul, Finset.mul_sum,
    ← Finset.sum_add_distrib]
  exact Finset.sum_congr rfl fun i _ => by ring

/-- Chain rule: the bracket of `F(f,g)` with `h` is `F_x(f,g) {f,h} + F_y(f,g) {g,h}`. -/
theorem bracket_chain (f g h : MvPolynomial (ι ⊕ ι) K) (F : MvPolynomial (Fin 2) K) :
    poissonBracket (aeval ![f, g] F) h =
      aeval ![f, g] (pderiv 0 F) * poissonBracket f h
        + aeval ![f, g] (pderiv 1 F) * poissonBracket g h := by
  have h01 : pderiv (0 : Fin 2) (X 1 : MvPolynomial (Fin 2) K) = 0 :=
    pderiv_X_of_ne (by decide)
  have h10 : pderiv (1 : Fin 2) (X 0 : MvPolynomial (Fin 2) K) = 0 :=
    pderiv_X_of_ne (by decide)
  have hadd : ∀ a b : MvPolynomial (ι ⊕ ι) K,
      poissonBracket (a + b) h = poissonBracket a h + poissonBracket b h := by
    intro a b
    simp only [poissonBracket, map_add, ← Finset.sum_add_distrib]
    exact Finset.sum_congr rfl fun i _ => by ring
  -- constants, sums and multiplication by a variable generate all polynomials
  induction F using MvPolynomial.induction_on
  next a => simp [poissonBracket, MvPolynomial.algebraMap_eq]
  next p q hp hq =>
    simp only [map_add, hadd, hp, hq]
    ring
  next p i hp =>
    have hi : i = 0 ∨ i = 1 := by omega
    simp only [map_mul, aeval_X, bracket_mul_left, hp, Derivation.leibniz, smul_eq_mul, map_add]
    rcases hi with rfl | rfl
    · simp only [pderiv_X_self, h10, map_one, map_zero, Matrix.cons_val_zero]
      ring
    · simp only [pderiv_X_self, h01, map_one, map_zero, Matrix.cons_val_one,
        Matrix.cons_val_fin_one]
      ring

/-- The bracket of `F(f,g)` and `G(f,g)`, for polynomials `F` and `G` in two variables, is the
Jacobian determinant of `F` and `G`, evaluated at `(f,g)`, times `{f,g}`. -/
theorem bracket_comp (f g : MvPolynomial (ι ⊕ ι) K) (F G : MvPolynomial (Fin 2) K) :
    poissonBracket (aeval ![f, g] F) (aeval ![f, g] G) =
      aeval ![f, g] (pderiv 0 F * pderiv 1 G - pderiv 1 F * pderiv 0 G)
        * poissonBracket f g := by
  rw [bracket_chain f g _ F, bracket_antisymm f (aeval ![f, g] G),
    bracket_antisymm g (aeval ![f, g] G), bracket_chain f g f G, bracket_chain f g g G,
    bracket_self, bracket_self, bracket_antisymm g f]
  simp only [map_sub, map_mul]
  ring

/-- Each coefficient of a partial derivative is a coefficient of the original polynomial
times the exponent brought down. -/
theorem coeff_partial {σ : Type*} (i : σ) (F : MvPolynomial σ K) (m : σ →₀ ℕ) :
    coeff m (pderiv i F) = coeff (m + Finsupp.single i 1) F * ((m i : K) + 1) := by
  classical
  refine MvPolynomial.induction_on' F (fun s a => ?_) (fun p q hp hq => ?_)
  · rw [pderiv_monomial, coeff_monomial, coeff_monomial]
    by_cases h : s = m + Finsupp.single i 1
    · subst h
      simp
    · rw [if_neg h, zero_mul]
      by_cases hs : s i = 0
      · simp [hs]
      · rw [if_neg]
        intro h'
        apply h
        rw [← h']
        exact (tsub_add_cancel_of_le
          (Finsupp.single_le_iff.2 (Nat.one_le_iff_ne_zero.2 hs))).symm
  · rw [map_add, coeff_add, coeff_add, hp, hq]
    ring

/-- In characteristic zero, a polynomial whose partial derivatives all vanish is constant. -/
theorem eq_const_of_partials_zero [CharZero K] {σ : Type*} (F : MvPolynomial σ K)
    (h : ∀ i, pderiv i F = 0) : F = C (coeff 0 F) := by
  classical
  ext m
  by_cases hm : m = 0
  · rw [hm, coeff_C, if_pos rfl]
  · obtain ⟨i, hi⟩ : ∃ i, m i ≠ 0 := by
      by_contra hc
      exact hm (Finsupp.ext fun i => not_not.1 fun hi => hc ⟨i, hi⟩)
    have hle : Finsupp.single i 1 ≤ m :=
      Finsupp.single_le_iff.2 (Nat.one_le_iff_ne_zero.2 hi)
    have e := coeff_partial i F (m - Finsupp.single i 1)
    rw [h i, coeff_zero, tsub_add_cancel_of_le hle] at e
    rw [coeff_C, if_neg (Ne.symm hm)]
    exact (mul_eq_zero.1 e.symm).resolve_right (Nat.cast_add_one_ne_zero _)

/-- In characteristic zero, two polynomial observables that satisfy a nonzero polynomial relation
`F(f,g) = 0` have vanishing Poisson bracket, for any finite number of canonical pairs. -/
theorem bracket_eq_zero_of_relation [CharZero K] (f g : MvPolynomial (ι ⊕ ι) K)
    (F : MvPolynomial (Fin 2) K) (hF : F ≠ 0) (hrel : aeval ![f, g] F = 0) :
    poissonBracket f g = 0 := by
  by_contra hfg
  have hz : ∀ h : MvPolynomial (ι ⊕ ι) K, poissonBracket 0 h = 0 := by
    intro h
    simp [poissonBracket]
  -- induction on a strict bound `n` for the degree of the relation
  have key : ∀ (n : ℕ) (G : MvPolynomial (Fin 2) K),
      (∀ m : Fin 2 →₀ ℕ, n ≤ m 0 + m 1 → coeff m G = 0) → aeval ![f, g] G = 0 → G = 0 := by
    intro n
    induction n with
    | zero =>
      intro G hG _
      ext m
      rw [hG m (Nat.zero_le _), coeff_zero]
    | succ n ih =>
      intro G hG h0
      -- bracketing the relation with `g` and with `f` gives relations of lower degree
      have hx : aeval ![f, g] (pderiv 0 G) = 0 := by
        have e := bracket_chain f g g G
        rw [h0, hz, bracket_self, mul_zero, add_zero] at e
        exact (mul_eq_zero.1 e.symm).resolve_right hfg
      have hy : aeval ![f, g] (pderiv 1 G) = 0 := by
        have e := bracket_chain f g f G
        rw [h0, hz, bracket_self, mul_zero, zero_add, bracket_antisymm g f] at e
        exact (mul_eq_zero.1 e.symm).resolve_right (neg_ne_zero.2 hfg)
      have hd : ∀ i, pderiv i G = 0 := by
        intro i
        have hi : i = 0 ∨ i = 1 := by omega
        apply ih
        · intro m hm
          have hdeg : n + 1 ≤ (m + Finsupp.single i 1 : Fin 2 →₀ ℕ) 0
              + (m + Finsupp.single i 1 : Fin 2 →₀ ℕ) 1 := by
            rcases hi with rfl | rfl <;> simp <;> omega
          rw [coeff_partial, hG _ hdeg, zero_mul]
        · rcases hi with rfl | rfl
          · exact hx
          · exact hy
      -- so the relation is a constant, and that constant is zero
      have hc := eq_const_of_partials_zero G hd
      rw [hc, aeval_C, MvPolynomial.algebraMap_eq, C_eq_zero] at h0
      rw [hc, h0, C_0]
  refine hF (key (F.support.sup (fun m => m 0 + m 1) + 1) F (fun m hm => ?_) hrel)
  by_contra hne
  have hle := Finset.le_sup (f := fun m : Fin 2 →₀ ℕ => m 0 + m 1) (mem_support_iff.2 hne)

  omega

/-- In characteristic zero, two polynomials with `{Q,P} = 1` are algebraically independent. -/
theorem canonical_pair_independent [CharZero K] (Q P : MvPolynomial (ι ⊕ ι) K)
    (h : poissonBracket Q P = 1) : AlgebraicIndependent K ![Q, P] := by
  rw [algebraicIndependent_iff]
  intro F hF
  by_contra hne
  exact one_ne_zero (h.symm.trans (bracket_eq_zero_of_relation Q P F hne hF))

/-- The positions of two different canonical pairs have zero bracket and yet are algebraically
independent. -/
theorem positions_commute_independent (i j : ι) (hij : i ≠ j) :
    poissonBracket (X (Sum.inl i) : MvPolynomial (ι ⊕ ι) K) (X (Sum.inl j)) = 0 ∧
      AlgebraicIndependent K
        ![(X (Sum.inl i) : MvPolynomial (ι ⊕ ι) K), X (Sum.inl j)] := by
  constructor
  · have hp : ∀ k l : ι,
        pderiv (Sum.inr k) (X (Sum.inl l) : MvPolynomial (ι ⊕ ι) K) = 0 :=
      fun k l => pderiv_X_of_ne (by simp)
    simp [poissonBracket, hp]
  · rw [algebraicIndependent_iff]
    intro F hF
    have e : ![(X (Sum.inl i) : MvPolynomial (ι ⊕ ι) K), X (Sum.inl j)]
        = X ∘ ![Sum.inl i, Sum.inl j] := by
      funext k
      fin_cases k <;> rfl
    rw [e, ← aeval_rename, aeval_X_left_apply] at hF
    have hr : rename ![(Sum.inl i : ι ⊕ ι), Sum.inl j] F = 0 := hF
    have hinj : Function.Injective ![(Sum.inl i : ι ⊕ ι), Sum.inl j] := by
      intro a b hab
      fin_cases a <;> fin_cases b <;> simp_all
    exact rename_injective _ hinj (by rw [hr, map_zero])

/-- For one degree of freedom, `q` and `p + q²` have Poisson bracket one. -/
theorem canonical_pair_witness :
    poissonBracket (X (Sum.inl ()) : MvPolynomial (Unit ⊕ Unit) K)
      (X (Sum.inr ()) + X (Sum.inl ()) ^ 2) = 1 := by
  have hp : pderiv (Sum.inr ()) (X (Sum.inl ()) : MvPolynomial (Unit ⊕ Unit) K) = 0 :=
    pderiv_X_of_ne (by simp)
  simp [poissonBracket, pow_two, hp]

omit [Fintype ι] in
/-- Any observable `h` and its square satisfy the nonzero polynomial relation `y - x² = 0`. -/
theorem relation_witness (h : MvPolynomial (ι ⊕ ι) K) :
    (X 1 - X 0 ^ 2 : MvPolynomial (Fin 2) K) ≠ 0 ∧
      aeval ![h, h ^ 2] (X 1 - X 0 ^ 2 : MvPolynomial (Fin 2) K) = 0 := by
  constructor
  · intro h0
    have e := congrArg (MvPolynomial.eval ![(0 : K), 1]) h0
    simp at e
  · simp

end

end PoissonAlgebraicDependence
```

```lean
#print axioms PoissonAlgebraicDependence.bracket_comp
-- 'PoissonAlgebraicDependence.bracket_comp' depends on axioms: [propext, Classical.choice, Quot.sound]
#print axioms PoissonAlgebraicDependence.bracket_eq_zero_of_relation
-- 'PoissonAlgebraicDependence.bracket_eq_zero_of_relation' depends on axioms: [propext, Classical.choice, Quot.sound]
#print axioms PoissonAlgebraicDependence.canonical_pair_independent
-- 'PoissonAlgebraicDependence.canonical_pair_independent' depends on axioms: [propext, Classical.choice, Quot.sound]
#print axioms PoissonAlgebraicDependence.positions_commute_independent
-- 'PoissonAlgebraicDependence.positions_commute_independent' depends on axioms: [propext, Classical.choice, Quot.sound]
```

## How the Lean proof follows the degree argument

The lemmas `bracket_antisymm`, `bracket_self` and `bracket_mul_left` compare the sums term by term, with `ring` doing the algebra. `bracket_chain` is the induction above: its three cases are constants, sums and multiplication by a variable, and the last splits into $x$ and $y$. `bracket_comp` uses the chain rule in each argument, with antisymmetry moving the second argument to the front, to obtain the Jacobian formula.

`coeff_partial` proves the coefficient formula by checking monomials and then sums. `eq_const_of_partials_zero` applies it to each nonconstant monomial: some exponent is positive, so lowering it by one expresses a zero coefficient of a derivative as the original coefficient times a nonzero integer. This is where characteristic zero enters.

The main proof assumes $\{f,g\}\neq0$ and establishes `key`: if all coefficients of $G$ in total degree at least $n$ vanish and $G(f,g)=0$, then $G=0$. For $n=0$ every coefficient vanishes. In the induction step, `hx` and `hy` cancel the nonzero bracket to show that both derivatives are relations. The coefficient formula supplies their smaller degree bound, so `hd` concludes that they vanish. The remaining constant is zero because the relation says so. Finally, `key` is applied to $F$ with a bound one above the largest total degree in its support.

The converse fails once there are two pairs. In `positions_commute_independent`, distinct positions $q_i$ and $q_j$ have zero bracket, yet substituting them into $F$ merely renames its variables injectively, so no nonzero $F$ can vanish.

Two examples show both situations. `canonical_pair_witness` computes $\{q,p+q^2\}=1$. `relation_witness` shows that $h$ and $h^2$ satisfy $y-x^2=0$, a polynomial recognised as nonzero by its value 1 at $(0,1)$.
